# Product Poisson weights satisfy detailed balance in the mass-action chemical master equation exactly when their parameters balance every reversible reaction

Without a closed form for the equilibrium distribution, I can solve the stationary chemical master equation numerically, but that takes one unknown for every reachable state, and with many species the number of states can grow quickly with the number of molecules. For reversible mass-action networks there is supposed to be a shortcut. If a positive vector $c$ makes the forward and backward rates of every reaction equal, then the weights $\prod_i c_i^{n_i}/n_i!$ should be in detailed balance, even at copy numbers so small that the rate equations are a poor description.

I would like to see this made rigorous and machine-checked, including the boundary states where some reaction lacks molecules. Does the condition on $c$ also follow from detailed balance? And what happens when conservation laws confine the system to finitely many states?

## Spectator molecules factor out of both fluxes

The condition does follow, so the two statements are equivalent. On a finite, nonempty set of states that no reaction leaves, the weights of a positive balanced $c$ can be normalised to a stationary probability distribution.

Let $n=(n_i)$ be the copy numbers of the species $i$. Reaction $r$ consumes $a_i$ and produces $b_i$ molecules of species $i$; the vectors $a$ and $b$ depend on $r$, which I suppress. Its rate constants are $k^f_r$ and $k^b_r$. Write

$$c^a=\prod_i c_i^{a_i},\qquad w(n)=\prod_i\frac{c_i^{n_i}}{n_i!},\qquad (n)_a=\prod_i n_i(n_i-1)\cdots(n_i-a_i+1).$$

The falling factorial $(n)_a$ counts the ordered ways to pick the reactant molecules. The forward propensity is $k^f_r (n)_a$ and the backward one is $k^b_r (n)_b$.

The forward reaction can fire only if $n_i\ge a_i$ for all $i$. Then $n=m+a$, where $m$ lists the spectators, and the reaction leads to $m+b$. For each species,

$$\frac{(m_i+a_i)!}{m_i!}\cdot\frac{c_i^{m_i+a_i}}{(m_i+a_i)!}=c_i^{a_i}\,\frac{c_i^{m_i}}{m_i!}.$$

The first factor on the left is the falling factorial. Taking the product over species gives

$$(m+a)_a\,w(m+a)=c^a\,w(m),$$

and in the same way $(m+b)_b\,w(m+b)=c^b\,w(m)$. The two opposing probability fluxes are therefore

$$k^f_r\,c^a\,w(m)\quad\text{and}\quad k^b_r\,c^b\,w(m).$$

If $k^f_r c^a=k^b_r c^b$, they agree for every $m$. Conversely, if they agree for every $m$, take $m=0$: since $w(0)=1$, what remains is $k^f_r c^a=k^b_r c^b$.

**Stationarity.** Let $P$ be any weight in detailed balance, and fix a state $n$. Forward firings of $r$ enter $n$ from $n-b+a$, provided $n\ge b$ in every component. By detailed balance this gain equals the backward loss $k^b_r(n)_bP(n)$. If $n\ge b$ fails, there is no such gain, and the backward loss is also zero because $(n)_b=0$. The same argument with the directions exchanged matches the backward gain with the forward loss. Every reaction thus contributes zero to the master equation.

**Finite closed sets.** Let $X$ be a finite nonempty set of states such that $m+a\in X$ exactly when $m+b\in X$, for every reaction and every $m$. With $c_i>0$ all weights are positive, so $Z=\sum_{n\in X}w(n)>0$. Define $p(n)=w(n)/Z$ on $X$ and $p(n)=0$ elsewhere. Each reaction joins two states inside $X$, where both fluxes are divided by the same $Z$, or two states outside, where both fluxes vanish. So $p$ is in detailed balance, and hence stationary.

**An example.** For $2A\rightleftharpoons B$ with $k^f=1$, $k^b=2$ and $c=(2,2)$, the balance condition reads $1\cdot2^2=2\cdot2$. The states $(2,0)$ and $(0,1)$ form a closed set. Their weights are $2^2/2!=2$ and $2$, so each has probability $1/2$. The fluxes are $1\cdot2\cdot\tfrac12=1$ and $2\cdot1\cdot\tfrac12=1$.

Here is the whole development in Lean.

```lean
import Mathlib

open Finset

namespace ChemicalMasterEquation

noncomputable section

/-- A reversible mass-action network: the copy numbers consumed and produced by each
reaction, and its forward and backward rate constants. -/
structure Network (S R : Type*) where
  /-- copy numbers on the reactant side -/
  left : R → S → ℕ
  /-- copy numbers on the product side -/
  right : R → S → ℕ
  /-- forward rate constants -/
  kf : R → ℝ
  /-- backward rate constants -/
  kb : R → ℝ

variable {S R : Type*} [Fintype S]

/-- The mass-action monomial `c^a`, a product over species. -/
def concMonomial (c : S → ℝ) (a : S → ℕ) : ℝ := ∏ i, c i ^ a i

/-- The number of ordered ways to pick the molecules `a` from the state `n`. -/
def fallingFactorial (n a : S → ℕ) : ℝ := ∏ i, ((n i).descFactorial (a i) : ℝ)

/-- The unnormalised product Poisson weight of the state `n`. -/
def poissonWeight (c : S → ℝ) (n : S → ℕ) : ℝ :=
  ∏ i, c i ^ n i / (Nat.factorial (n i) : ℝ)

/-- The forward flux of reaction `r` out of state `n`: propensity times weight. -/
def Network.forwardFlux (N : Network S R) (P : (S → ℕ) → ℝ) (r : R) (n : S → ℕ) : ℝ :=
  N.kf r * fallingFactorial n (N.left r) * P n

/-- The backward flux of reaction `r` out of state `n`: propensity times weight. -/
def Network.backwardFlux (N : Network S R) (P : (S → ℕ) → ℝ) (r : R) (n : S → ℕ) : ℝ :=
  N.kb r * fallingFactorial n (N.right r) * P n

/-- Detailed balance: whenever reaction `r` can fire in state `n`, its flux equals the
flux of the reverse reaction out of the resulting state. -/
def Network.DetailedBalance (N : Network S R) (P : (S → ℕ) → ℝ) : Prop :=
  ∀ r n, N.left r ≤ n →
    N.forwardFlux P r n = N.backwardFlux P r (n - N.left r + N.right r)

open Classical in
/-- The right-hand side of the chemical master equation at state `n`: gain minus loss,
summed over both directions of all reactions. -/
def Network.masterRHS [Fintype R] (N : Network S R) (P : (S → ℕ) → ℝ) (n : S → ℕ) : ℝ :=
  ∑ r, (((if N.right r ≤ n then N.forwardFlux P r (n - N.right r + N.left r) else 0)
      - N.forwardFlux P r n)
    + ((if N.left r ≤ n then N.backwardFlux P r (n - N.left r + N.right r) else 0)
      - N.backwardFlux P r n))

/-- A set of states is closed if no reaction, in either direction, leads out of it. -/
def Network.ClosedClass (N : Network S R) (X : Finset (S → ℕ)) : Prop :=
  ∀ r m, m + N.left r ∈ X ↔ m + N.right r ∈ X

open Classical in
/-- The product Poisson weight restricted to the states in `X` and divided by its sum. -/
def classDistribution (c : S → ℝ) (X : Finset (S → ℕ)) (n : S → ℕ) : ℝ :=
  if n ∈ X then poissonWeight c n / ∑ m ∈ X, poissonWeight c m else 0

/-- The falling factorial vanishes when the state lacks some of the required molecules. -/
theorem fallingFactorial_eq_zero {n a : S → ℕ} (h : ¬ a ≤ n) :
    fallingFactorial n a = 0 := by
  rw [Pi.le_def, not_forall] at h
  obtain ⟨i, hi⟩ := h
  refine Finset.prod_eq_zero (Finset.mem_univ i) ?_
  rw [Nat.descFactorial_eq_zero_iff_lt.mpr (lt_of_not_ge hi), Nat.cast_zero]

/-- The falling factorial for picking `a` from the state `m + a`, times the Poisson weight of that
state, equals the monomial `c^a` times the weight of the spectators `m`. -/
theorem fallingFactorial_mul_poissonWeight (c : S → ℝ) (m a : S → ℕ) :
    fallingFactorial (m + a) a * poissonWeight c (m + a)
      = concMonomial c a * poissonWeight c m := by
  unfold fallingFactorial poissonWeight concMonomial
  rw [← Finset.prod_mul_distrib, ← Finset.prod_mul_distrib]
  refine Finset.prod_congr rfl fun i _ => ?_
  simp only [Pi.add_apply]
  -- the falling factorial is a ratio of factorials
  have h : (Nat.factorial (m i) : ℝ) * ((m i + a i).descFactorial (a i) : ℝ)
      = (Nat.factorial (m i + a i) : ℝ) := by
    have h0 := Nat.factorial_mul_descFactorial (Nat.le_add_left (a i) (m i))
    rw [Nat.add_sub_cancel] at h0
    exact_mod_cast h0
  have h1 : (Nat.factorial (m i + a i) : ℝ) ≠ 0 := by
    exact_mod_cast Nat.factorial_ne_zero _
  have h2 : (Nat.factorial (m i) : ℝ) ≠ 0 := by
    exact_mod_cast Nat.factorial_ne_zero _
  rw [← mul_div_assoc, ← mul_div_assoc, div_eq_div_iff h1 h2, pow_add]
  linear_combination (c i ^ m i * c i ^ a i) * h

/-- Detailed balance holds iff, for all spectators `m`, the fluxes between the states
`m + a` and `m + b` joined by each reaction are equal. -/
theorem detailedBalance_iff_spectators (N : Network S R) (P : (S → ℕ) → ℝ) :
    N.DetailedBalance P ↔ ∀ r m,
      N.forwardFlux P r (m + N.left r) = N.backwardFlux P r (m + N.right r) := by
  constructor
  · intro h r m
    have e : m + N.left r - N.left r = m := by
      funext i
      simp
    have h' := h r (m + N.left r) (fun i => Nat.le_add_left _ _)
    rwa [e] at h'
  · intro h r n hn
    have e : n - N.left r + N.left r = n := by
      funext i
      exact Nat.sub_add_cancel (hn i)
    have h' := h r (n - N.left r)
    rwa [e] at h'

/-- Product Poisson weights satisfy detailed balance for the chemical master equation
exactly when `c` balances the mass-action rates of every reaction. -/
theorem poisson_detailedBalance_iff (N : Network S R) (c : S → ℝ) :
    N.DetailedBalance (poissonWeight c) ↔
      ∀ r, N.kf r * concMonomial c (N.left r) = N.kb r * concMonomial c (N.right r) := by
  rw [detailedBalance_iff_spectators]
  unfold Network.forwardFlux Network.backwardFlux
  simp only [mul_assoc, fallingFactorial_mul_poissonWeight]
  constructor
  · intro h r
    -- without spectators the remaining weight is one
    have h0 : poissonWeight c (0 : S → ℕ) = 1 := by simp [poissonWeight]
    simpa only [h0, mul_one] using h r 0
  · intro h r m
    linear_combination poissonWeight c m * h r

/-- Every weight in detailed balance is a stationary solution of the master equation. -/
theorem stationary_of_detailedBalance [Fintype R] (N : Network S R) (P : (S → ℕ) → ℝ)
    (h : N.DetailedBalance P) (n : S → ℕ) : N.masterRHS P n = 0 := by
  classical
  unfold Network.masterRHS
  refine Finset.sum_eq_zero fun r _ => ?_
  -- the gain by each direction equals the loss by the opposite direction
  have h1 : (if N.right r ≤ n then N.forwardFlux P r (n - N.right r + N.left r) else 0)
      = N.backwardFlux P r n := by
    split_ifs with hn
    · have e : n - N.right r + N.right r = n := by
        funext i
        exact Nat.sub_add_cancel (hn i)
      have h' := (detailedBalance_iff_spectators N P).1 h r (n - N.right r)
      rwa [e] at h'
    · simp [Network.backwardFlux, fallingFactorial_eq_zero hn]
  have h2 : (if N.left r ≤ n then N.backwardFlux P r (n - N.left r + N.right r) else 0)
      = N.forwardFlux P r n := by
    split_ifs with hn
    · exact (h r n hn).symm
    · simp [Network.forwardFlux, fallingFactorial_eq_zero hn]
  rw [h1, h2]
  ring

/-- On a finite nonempty closed set of states, the normalised Poisson weights of a balanced
positive `c` form a stationary probability distribution in detailed balance. -/
theorem classDistribution_equilibrium [Fintype R] (N : Network S R) (c : S → ℝ)
    (hc : ∀ i, 0 < c i)
    (hbal : ∀ r, N.kf r * concMonomial c (N.left r) = N.kb r * concMonomial c (N.right r))
    (X : Finset (S → ℕ)) (hne : X.Nonempty) (hX : N.ClosedClass X) :
    (∀ n, 0 ≤ classDistribution c X n) ∧ ∑ n ∈ X, classDistribution c X n = 1 ∧
      N.DetailedBalance (classDistribution c X) ∧
      ∀ n, N.masterRHS (classDistribution c X) n = 0 := by
  classical
  have hw : ∀ n, 0 < poissonWeight c n := fun n =>
    Finset.prod_pos fun i _ =>
      div_pos (pow_pos (hc i) _) (by exact_mod_cast Nat.factorial_pos _)
  have hZ : 0 < ∑ m ∈ X, poissonWeight c m := Finset.sum_pos (fun n _ => hw n) hne
  have hdb : N.DetailedBalance (classDistribution c X) := by
    rw [detailedBalance_iff_spectators]
    intro r m
    have h := (detailedBalance_iff_spectators N _).1
      ((poisson_detailedBalance_iff N c).2 hbal) r m
    unfold Network.forwardFlux Network.backwardFlux at h ⊢
    unfold classDistribution
    -- both ends of a reaction lie in the class, or neither does
    by_cases hm : m + N.left r ∈ X
    · rw [if_pos hm, if_pos ((hX r m).1 hm), ← mul_div_assoc, ← mul_div_assoc, h]
    · rw [if_neg hm, if_neg (fun h' => hm ((hX r m).2 h')), mul_zero, mul_zero]
  refine ⟨fun n => ?_, ?_, hdb, stationary_of_detailedBalance N _ hdb⟩
  · unfold classDistribution
    split_ifs
    · exact (div_pos (hw n) hZ).le
    · exact le_rfl
  · have e : ∑ n ∈ X, classDistribution c X n
        = ∑ n ∈ X, poissonWeight c n / ∑ m ∈ X, poissonWeight c m :=
      Finset.sum_congr rfl fun n hn => if_pos hn
    rw [e, ← Finset.sum_div, div_self hZ.ne']

/-- The dimerisation 2A ⇌ B with forward constant 1 and backward constant 2. -/
def dimerisation : Network (Fin 2) Unit where
  left := fun _ => ![2, 0]
  right := fun _ => ![0, 1]
  kf := fun _ => 1
  kb := fun _ => 2

/-- For the dimerisation, `c = (2, 2)` balances the rates, and the two states "two A" and
"one B" form a closed class. -/
theorem dimerisation_witness :
    (∀ r, dimerisation.kf r * concMonomial ![2, 2] (dimerisation.left r)
      = dimerisation.kb r * concMonomial ![2, 2] (dimerisation.right r)) ∧
    dimerisation.ClosedClass {![2, 0], ![0, 1]} := by
  constructor
  · intro r
    norm_num [dimerisation, concMonomial, Fin.prod_univ_two]
  · intro r m
    simp only [Finset.mem_insert, Finset.mem_singleton, funext_iff, Fin.forall_fin_two]
    change ((m 0 + 2 = 2 ∧ m 1 + 0 = 0) ∨ (m 0 + 2 = 0 ∧ m 1 + 0 = 1)) ↔
      ((m 0 + 0 = 2 ∧ m 1 + 1 = 0) ∨ (m 0 + 0 = 0 ∧ m 1 + 1 = 1))
    omega

end

end ChemicalMasterEquation
```

```lean
#print axioms ChemicalMasterEquation.poisson_detailedBalance_iff
#print axioms ChemicalMasterEquation.classDistribution_equilibrium
```

```
'ChemicalMasterEquation.poisson_detailedBalance_iff' depends on axioms: [propext, Classical.choice, Quot.sound]
'ChemicalMasterEquation.classDistribution_equilibrium' depends on axioms: [propext, Classical.choice, Quot.sound]
```

## What the Lean definitions say about the chemistry

The type `S` labels the species and is finite; `R` labels the reactions. A `Network` stores $a$ and $b$ as `left` and `right`, and the rate constants as `kf` and `kb`. A state is a function `S → ℕ`. The functions `concMonomial`, `fallingFactorial` and `poissonWeight` are $c^a$, $(n)_a$ and $w(n)$.

`DetailedBalance` takes an arbitrary real weight `P` and compares the forward flux out of `n` with the backward flux out of `n - N.left r + N.right r`. Subtraction of natural numbers in Lean stops at zero, but the hypothesis `N.left r ≤ n` makes it genuine here. The comparison is made reaction by reaction, which is stricter than balancing the total flux between two states when several reactions join them.

There are three main statements:

- `poisson_detailedBalance_iff` is the equivalence. It holds for every real vector `c` and all real rate constants, so positivity plays no part in it.
- `stationary_of_detailedBalance` says that any weight in detailed balance makes `masterRHS` vanish at every state. It is stated for finitely many reactions, so that the right-hand side is a finite sum.
- `classDistribution_equilibrium` adds `0 < c i`, the balance condition and a finite, nonempty, closed `X`. It concludes that the normalised weights are nonnegative, sum to one over `X`, are in detailed balance and are stationary.

The balance condition is assumed, not derived from thermodynamics. Physically, it says that each reaction separately is at equilibrium at $c$, with no net circulation around reaction cycles. This is stronger than $c$ being a steady state of the rate equations: a driven cycle $A\to B\to C\to A$ can have constant concentrations while every step carries a net current.

The propensities count ordered selections. If a simulation code counts unordered ones, using $n(n-1)/2$ for a dimerisation, its rate constant is twice the one used here. Factors of volume are likewise absorbed into the constants, and $c$ is measured in copy numbers.

The probability statement is confined to finite closed sets, so an open system with unbounded copy numbers gets detailed balance and stationarity of its unnormalised weights only. Uniqueness and relaxation towards the distribution are not addressed; a closed `X` may even consist of several parts that no reaction connects.

For stochastic simulation of well-mixed, reversible networks whose rates are balanced by a positive $c$, the result supplies an exact stationary distribution on each finite nonempty closed set, against which sampled copy numbers can be compared when the dynamics connects all states of that set.

## How the proof follows the calculation

`fallingFactorial_mul_poissonWeight` is the spectator identity. It merges the products over species and compares them factor by factor. The local fact `h` is $m_i!\,(m_i+a_i)_{a_i}=(m_i+a_i)!$. After `div_eq_div_iff` clears the denominators, `linear_combination` obtains the goal by multiplying `h` by $c_i^{m_i}c_i^{a_i}$.

`detailedBalance_iff_spectators` is the change of variable $n=m+a$. One direction inserts `m + N.left r` for the state; the other inserts `n - N.left r` for the spectators and uses `n ≥ N.left r` to put the molecules back.

With these two lemmas, `poisson_detailedBalance_iff` is short. Rewriting turns both fluxes into a rate constant times a monomial times $w(m)$. From detailed balance to balanced rates, the proof sets the spectators to `0` and uses $w(0)=1$. In the other direction it multiplies the balance condition by $w(m)$.

In `stationary_of_detailedBalance`, the facts `h1` and `h2` identify each gain with the opposite loss. Each splits on whether the required molecules are present. If they are, detailed balance applies; if not, `fallingFactorial_eq_zero` removes the loss. The four terms of each reaction then cancel by `ring`.

`classDistribution_equilibrium` first establishes positive weights and a positive sum `hZ`. Detailed balance is then proved by cases on `m + N.left r ∈ X`: closure puts the other end of the reaction on the same side, so either both fluxes carry the same denominator or both are zero. Stationarity comes from the previous theorem, and normalisation from dividing the sum by itself.

Finally, `dimerisation_witness` checks the balance condition and the closure of the two-state set for the example. The rate equality is arithmetic, and closure reduces to equations between natural numbers, which `omega` decides.
